# The second-order shift of a nondegenerate level for two overlapping orbitals

Take two normalised orbitals with energies −1 and 0, no Hamiltonian coupling between them, and overlap x with 0 < |x| < 1. The orbital energies E are the generalised eigenvalues of

H = [[−1, 0], [0, 0]],  S = [[1, x], [x, 1]].

Setting det(H − ES) = 0 gives E(E + 1) = x²E², so either E = 0 or E = −1/(1 − x²). The lower level has moved by −x²/(1 − x²), which is −x² to leading order, although the off-diagonal element of H is zero. The overlap alone has produced a second-order shift.

In general, let the orbitals have energies a ≠ b, coupling H₁₂ = xh and overlap S₁₂ = xs. The real number x scales the interaction, while h and s are fixed. If a level E(x) is continuous at x = 0 and starts from E(0) = a, then

(E(x) − a)/x² → (h − as)²/(a − b) as x → 0, x ≠ 0.

The example has a = −1, b = 0, h = 0 and s = 1, and the limit is −1. In the usual Hückel letters a and b are the two values of α, and β is xh; b is not β.

## Perturbative estimates in an overlapping basis

An extended Hückel program solves Hc = ESc directly and does not need this limit. The formula matters where a program estimates or ranks interactions between fragment orbitals from their matrix elements. For two orbitals in a one-electron model, the numerator must then contain H₁₂ − aS₁₂, not H₁₂ alone. The orthogonal-basis expression H₁₂²/(a − b) would return zero for the example above.

The numerator also depends on which level is being followed. The level starting from b has the coefficient (h − bs)²/(b − a), so the two shifts need not cancel. Their sum decides whether two doubly occupied orbitals attract or repel at this order.

## From the secular equation to the shifts

A nonzero c with (H − ES)c = 0 exists exactly when the determinant vanishes:

(E − a)(E − b) = x²(h − sE)².

Since E is continuous at 0 and E(0) = a ≠ b, E(x) differs from b for all small x. For x ≠ 0, division by x²(E − b) gives

(E − a)/x² = (h − sE)²/(E − b).

On the right E tends to a, which gives the stated limit.

Such a level exists. Write y = E − a, d = a − b and g = h − as. Then h − sE = g − sy, and the secular equation becomes

Ay² + py − C = 0,
A = 1 − x²s²,  p = d + 2x²sg,  C = x²g².

The root that vanishes with x is

y = 2C/q,  q = p + d√((p² + 4AC)/d²).

The factor d in front of the square root gives it the sign of d. Near x = 0 the two terms of q therefore have the same sign, so adding them causes no cancellation. A program that needs the shift should keep y itself, because forming E − a afterwards brings the cancellation back.

To check the root, note that (q − p)² = p² + 4AC, so q² = 2pq + 4AC. Substitution gives

Ay² + py − C = (C/q²)(4AC + 2pq − q²) = 0.

At x = 0 the radicand is 1 and q = 2d ≠ 0. By continuity the radicand stays positive and q stays nonzero for small x, so E = a + y is continuous at 0 and starts from a.

Now let E₁ start from a and E₂ from b, each holding two electrons. The scaled change of the summed orbital energies tends to

2[(h − as)² − (h − bs)²]/(a − b)
= 2(b − a)s(2h − s(a + b))/(a − b)
= −4s(h − s(a + b)/2).

The Wolfsberg-Helmholz rule sets H₁₂ = K S₁₂(a + b)/2, that is, h = Ks(a + b)/2. The constant K is an empirical factor that scales the coupling relative to the overlap times the mean orbital energy. The limit becomes

−2s²(K − 1)(a + b).

It is positive when K > 1, s ≠ 0 and a + b < 0; the last condition says that the mean orbital energy lies below the chosen zero, as for bound electrons measured from vacuum. Multiplying the scaled change by x² > 0 keeps its sign, so the four-electron interaction is repulsive for all small nonzero x. In the opening example K = 0 and the four-electron energy falls by 2x² to leading order, so the other conditions do not suffice for every K.

## The Lean source

```lean
import Mathlib

open Filter Topology Matrix

namespace NonorthogonalOrbitalInteraction

noncomputable section

/-- The Hamiltonian matrix of two orbitals with energies `a` and `b` and coupling `x * h`. -/
def hamiltonian (a b h x : ℝ) : Matrix (Fin 2) (Fin 2) ℝ :=
  !![a, x * h; x * h, b]

/-- The overlap matrix of two normalised orbitals with mutual overlap `x * s`. -/
def overlap (s x : ℝ) : Matrix (Fin 2) (Fin 2) ℝ :=
  !![1, x * s; x * s, 1]

/-- `E` is an orbital energy if the generalised eigenvalue problem `H c = E S c` has a
nonzero solution `c`. -/
def IsOrbitalEnergy (a b h s x E : ℝ) : Prop :=
  ∃ c : Fin 2 → ℝ, c ≠ 0 ∧ hamiltonian a b h x *ᵥ c = E • (overlap s x *ᵥ c)

/-- The orbital energies are exactly the roots of the two-orbital secular equation. -/
theorem isOrbitalEnergy_iff (a b h s x E : ℝ) :
    IsOrbitalEnergy a b h s x E ↔ (E - a) * (E - b) = x ^ 2 * (h - s * E) ^ 2 := by
  have key : IsOrbitalEnergy a b h s x E ↔
      ∃ c : Fin 2 → ℝ, c ≠ 0 ∧ (hamiltonian a b h x - E • overlap s x) *ᵥ c = 0 := by
    unfold IsOrbitalEnergy
    simp only [Matrix.sub_mulVec, Matrix.smul_mulVec, sub_eq_zero]
  have hdet : (hamiltonian a b h x - E • overlap s x).det
      = (E - a) * (E - b) - x ^ 2 * (h - s * E) ^ 2 := by
    rw [Matrix.det_fin_two]
    simp [hamiltonian, overlap]
    ring
  rw [key, Matrix.exists_mulVec_eq_zero_iff, hdet, sub_eq_zero]

/-- The nonorthogonal second-order shift: for `a ≠ b`, a level that starts continuously
from `a` moves by `x ^ 2 * (h - a * s) ^ 2 / (a - b)` to leading order in `x`. -/
theorem second_order_shift {a b h s : ℝ} {E : ℝ → ℝ} (hab : a ≠ b)
    (hc : ContinuousAt E 0) (h0 : E 0 = a)
    (hE : ∀ᶠ x in 𝓝 0, IsOrbitalEnergy a b h s x (E x)) :
    Tendsto (fun x => (E x - a) / x ^ 2) (𝓝[≠] 0) (𝓝 ((h - a * s) ^ 2 / (a - b))) := by
  have hlimE : Tendsto E (𝓝[≠] 0) (𝓝 a) := by
    have h1 := hc.tendsto
    rw [h0] at h1
    exact h1.mono_left nhdsWithin_le_nhds
  have hlim : Tendsto (fun x => (h - s * E x) ^ 2 / (E x - b)) (𝓝[≠] 0)
      (𝓝 ((h - a * s) ^ 2 / (a - b))) := by
    rw [mul_comm a s]
    exact ((tendsto_const_nhds.sub (hlimE.const_mul s)).pow 2).div
      (hlimE.sub_const b) (sub_ne_zero.2 hab)
  -- away from `x = 0` the secular equation turns one quotient into the other
  refine hlim.congr' ?_
  filter_upwards [self_mem_nhdsWithin, hE.filter_mono nhdsWithin_le_nhds,
    hlimE.eventually_ne hab] with x hx hs hb
  have hx0 : x ≠ 0 := hx
  rw [isOrbitalEnergy_iff] at hs
  rw [div_eq_div_iff (sub_ne_zero.2 hb) (pow_ne_zero 2 hx0)]
  linear_combination -hs

/-- The linear coefficient of the secular equation written for the shift `E - a`. -/
def linearCoeff (a b h s x : ℝ) : ℝ :=
  a - b + 2 * x ^ 2 * s * (h - a * s)

/-- The denominator in the closed formula for the shift of the level `a`; its domain is
`a ≠ b` with a nonnegative radicand. -/
def shiftDenom (a b h s x : ℝ) : ℝ :=
  linearCoeff a b h s x + (a - b) * Real.sqrt ((linearCoeff a b h s x ^ 2
    + 4 * (1 - x ^ 2 * s ^ 2) * (x ^ 2 * (h - a * s) ^ 2)) / (a - b) ^ 2)

/-- A closed formula for the level starting from `a`; its domain is `a ≠ b` with a
nonnegative radicand and a nonzero `shiftDenom`. -/
def level (a b h s x : ℝ) : ℝ :=
  a + 2 * (x ^ 2 * (h - a * s) ^ 2) / shiftDenom a b h s x

/-- For `a ≠ b` the explicit function `level` is continuous at zero interaction, starts
from `a`, and is an orbital energy for all sufficiently small `x`. -/
theorem level_witness {a b : ℝ} (h s : ℝ) (hab : a ≠ b) :
    ContinuousAt (level a b h s) 0 ∧ level a b h s 0 = a ∧
      ∀ᶠ x in 𝓝 0, IsOrbitalEnergy a b h s x (level a b h s x) := by
  have hd : a - b ≠ 0 := sub_ne_zero.2 hab
  have hqc : Continuous (shiftDenom a b h s) := by
    unfold shiftDenom linearCoeff
    fun_prop
  have hq0 : shiftDenom a b h s 0 ≠ 0 := by
    have h2 : shiftDenom a b h s 0 = 2 * (a - b) := by
      simp [shiftDenom, linearCoeff, div_self (pow_ne_zero 2 hd)]
      ring
    rw [h2]
    exact mul_ne_zero two_ne_zero hd
  have hDc : Continuous (fun x : ℝ => linearCoeff a b h s x ^ 2
      + 4 * (1 - x ^ 2 * s ^ 2) * (x ^ 2 * (h - a * s) ^ 2)) := by
    unfold linearCoeff
    fun_prop
  have hD0 : 0 < linearCoeff a b h s 0 ^ 2
      + 4 * (1 - (0 : ℝ) ^ 2 * s ^ 2) * ((0 : ℝ) ^ 2 * (h - a * s) ^ 2) := by
    have h3 : linearCoeff a b h s 0 ^ 2
        + 4 * (1 - (0 : ℝ) ^ 2 * s ^ 2) * ((0 : ℝ) ^ 2 * (h - a * s) ^ 2)
        = (a - b) ^ 2 := by
      unfold linearCoeff
      ring
    rw [h3]
    positivity
  refine ⟨?_, by simp [level], ?_⟩
  · unfold level
    exact continuousAt_const.add
      (ContinuousAt.div (by fun_prop) hqc.continuousAt hq0)
  · filter_upwards [hqc.continuousAt.eventually_ne hq0,
      hDc.continuousAt.eventually (lt_mem_nhds hD0)] with x hq hD
    rw [isOrbitalEnergy_iff]
    -- the denominator solves the reciprocal quadratic equation
    have hquad : shiftDenom a b h s x ^ 2
        = 2 * linearCoeff a b h s x * shiftDenom a b h s x
          + 4 * (1 - x ^ 2 * s ^ 2) * (x ^ 2 * (h - a * s) ^ 2) := by
      have hr := Real.sq_sqrt (div_nonneg hD.le (sq_nonneg (a - b)))
      rw [eq_div_iff (pow_ne_zero 2 hd)] at hr
      unfold shiftDenom
      linear_combination hr
    have hy : (level a b h s x - a) * shiftDenom a b h s x
        = 2 * (x ^ 2 * (h - a * s) ^ 2) := by
      unfold level
      rw [add_sub_cancel_left, div_mul_cancel₀ _ hq]
    apply mul_right_cancel₀ (pow_ne_zero 2 hq)
    unfold linearCoeff at hquad
    linear_combination ((1 - x ^ 2 * s ^ 2) * ((level a b h s x - a) * shiftDenom a b h s x
      + 2 * (x ^ 2 * (h - a * s) ^ 2))
      + (a - b + 2 * x ^ 2 * s * (h - a * s)) * shiftDenom a b h s x) * hy
      - (x ^ 2 * (h - a * s) ^ 2) * hquad

/-- For `a ≠ b` and levels starting continuously from `a` and `b`, each doubly occupied,
the total orbital energy changes by `-4 * s * (h - s * (a + b) / 2) * x ^ 2` to leading
order in `x`. -/
theorem four_electron_shift {a b h s : ℝ} {E₁ E₂ : ℝ → ℝ} (hab : a ≠ b)
    (hc₁ : ContinuousAt E₁ 0) (h₁ : E₁ 0 = a)
    (hE₁ : ∀ᶠ x in 𝓝 0, IsOrbitalEnergy a b h s x (E₁ x))
    (hc₂ : ContinuousAt E₂ 0) (h₂ : E₂ 0 = b)
    (hE₂ : ∀ᶠ x in 𝓝 0, IsOrbitalEnergy a b h s x (E₂ x)) :
    Tendsto (fun x => (2 * E₁ x + 2 * E₂ x - (2 * a + 2 * b)) / x ^ 2) (𝓝[≠] 0)
      (𝓝 (-4 * s * (h - s * (a + b) / 2))) := by
  -- the secular equation is symmetric under exchange of the two orbitals
  have hswap : ∀ᶠ x in 𝓝 0, IsOrbitalEnergy b a h s x (E₂ x) := by
    filter_upwards [hE₂] with x hx
    rw [isOrbitalEnergy_iff] at hx ⊢
    linear_combination hx
  have hsum := ((second_order_shift hab hc₁ h₁ hE₁).add
    (second_order_shift hab.symm hc₂ h₂ hswap)).const_mul 2
  have hl : 2 * ((h - a * s) ^ 2 / (a - b) + (h - b * s) ^ 2 / (b - a))
      = -4 * s * (h - s * (a + b) / 2) := by
    rw [← neg_sub a b, div_neg, ← sub_eq_add_neg, ← sub_div, mul_div_assoc',
      div_eq_iff (sub_ne_zero.2 hab)]
    ring
  rw [hl] at hsum
  exact hsum.congr fun x => by ring

/-- With the Wolfsberg-Helmholz coupling, `K > 1`, `a ≠ b`, `a + b < 0` and `s ≠ 0`, two doubly
occupied levels starting continuously from `a` and `b` have a higher total orbital energy than the
separate orbitals for all small nonzero `x`. -/
theorem four_electron_repulsion {a b s K : ℝ} {E₁ E₂ : ℝ → ℝ} (hab : a ≠ b)
    (hK : 1 < K) (hneg : a + b < 0) (hs : s ≠ 0)
    (hc₁ : ContinuousAt E₁ 0) (h₁ : E₁ 0 = a)
    (hE₁ : ∀ᶠ x in 𝓝 0, IsOrbitalEnergy a b (K * s * (a + b) / 2) s x (E₁ x))
    (hc₂ : ContinuousAt E₂ 0) (h₂ : E₂ 0 = b)
    (hE₂ : ∀ᶠ x in 𝓝 0, IsOrbitalEnergy a b (K * s * (a + b) / 2) s x (E₂ x)) :
    ∀ᶠ x in 𝓝[≠] 0, 2 * a + 2 * b < 2 * E₁ x + 2 * E₂ x := by
  have hpos : 0 < -4 * s * (K * s * (a + b) / 2 - s * (a + b) / 2) := by
    have h3 : 0 < s ^ 2 * ((K - 1) * (-(a + b))) :=
      mul_pos (by positivity) (mul_pos (by linarith) (by linarith))
    linear_combination 2 * h3
  have hT := four_electron_shift hab hc₁ h₁ hE₁ hc₂ h₂ hE₂
  -- a positive limit of the scaled shift forces a positive shift
  filter_upwards [hT.eventually (lt_mem_nhds hpos)] with x hx
  by_contra hcon
  have hle : 2 * E₁ x + 2 * E₂ x - (2 * a + 2 * b) ≤ 0 := by linarith
  exact absurd hx (not_lt_of_ge (div_nonpos_of_nonpos_of_nonneg hle (sq_nonneg x)))

end

end NonorthogonalOrbitalInteraction
```

```lean
#print axioms NonorthogonalOrbitalInteraction.second_order_shift
#print axioms NonorthogonalOrbitalInteraction.four_electron_repulsion
```

```
'NonorthogonalOrbitalInteraction.second_order_shift' depends on axioms: [propext, Classical.choice, Quot.sound]
'NonorthogonalOrbitalInteraction.four_electron_repulsion' depends on axioms: [propext, Classical.choice, Quot.sound]
```

## How the Lean statements match the two-orbital problem

`hamiltonian` and `overlap` are the real symmetric 2 by 2 matrices used above, with unit diagonal in the overlap. `IsOrbitalEnergy a b h s x E` says that some nonzero real vector `c` satisfies Hc = ESc; no normalisation of `c` is required. The secular equation is therefore a theorem, `isOrbitalEnergy_iff`, and not an assumption. Its proof moves everything to one side, uses the equivalence between a nonzero null vector and a zero determinant, and expands the determinant.

In `second_order_shift`, `hab` is a ≠ b, `hc` and `h0` fix the branch through continuity and its starting value, and `hE` requires E(x) to be an orbital energy for all x sufficiently near 0. The filter `𝓝[≠] 0` expresses the approach through nonzero x. The proof first finds the limit of (h − sE)²/(E − b), as `hlim`. The step `hlim.congr'` transfers it to (E − a)/x², since the two quotients agree near 0. `filter_upwards` collects the three facts needed for that: x ≠ 0, E ≠ b and the secular equation.

The definitions `linearCoeff`, `shiftDenom` and `level` are p, q and a + 2C/q. `level_witness` proves that this branch meets the hypotheses of the shift theorem for every a ≠ b and all h and s. Inside it, `hquad` is q² = 2pq + 4AC and `hy` is yq = 2C. The final `linear_combination` is the substitution above, after multiplication by q².

`four_electron_shift` applies the shift theorem twice. `hswap` exchanges the two orbitals in the secular equation, and `hl` simplifies the sum. `four_electron_repulsion` inserts the Wolfsberg-Helmholz coupling; `hpos` shows that the limit is positive, and a short contradiction turns a positive quotient into a positive energy change.

## A limit without an error bound

The theorems fix the coefficient of x² but give neither a remainder estimate nor a value of x below which the leading term is accurate. Likewise, "all small nonzero x" in the repulsion theorem comes without an explicit range. Rounding in an eigenvalue solver is a separate matter.

The condition a ≠ b is essential to the scaling. For a = b and h ≠ as, the secular equation gives E − a = ±x(h − sE), so the shift is of first order and its quotient by x² diverges. A program that uses the second-order formula needs a separate treatment for degenerate pairs, and caution for nearly degenerate ones.

The energy in the four-electron theorems is a sum of occupied orbital energies, with no explicit electron-electron or nuclear repulsion. The orbital energies a and b stay fixed while coupling and overlap scale with the same x. The step left to the user is to treat one pair of orbitals in a molecule as isolated from all the others; no hypothesis here justifies that reduction.
